# The four-point Hubbard–Stratonovich field matches the moments of a variance-2 Gaussian through order seven and has eighth moment 1296 instead of 1680

## At which order does the four-point decoupling first fail?

Take a field $\eta=\pm\sqrt2$, each value with weight $1/2$. For a number $x$ the average of $e^{\eta x}$ is $\cosh(\sqrt2\,x)=1+x^2+x^4/6+\dots$, while $e^{x^2}=1+x^2+x^4/2+\dots$. The two agree through third order and part at fourth order, where $\eta^2=2$ gives $\langle\eta^4\rangle=2\langle\eta^2\rangle=4$ and $e^{x^2}$ needs 12.

In my auxiliary-field Monte Carlo code I use four values, $\pm\sqrt{6-2\sqrt6}$ with weight $(1+\sqrt6/3)/4$ and $\pm\sqrt{6+2\sqrt6}$ with weight $(1-\sqrt6/3)/4$. I believe that the same thing happens at eighth order, with moment 1296 where 1680 is needed. I would like to see this derived rigorously and machine-checked, with a bound on the error, and to know whether another choice of four points could get the eighth order right.

## Moments from the quadratic $y^2-12y+12$

Your numbers are right, and no real four-point field that matches the moments through order seven has a different eighth moment.

Label the points $l=0,1,2,3$, with weights $w_l$, values $\eta_l$ and moments $m_n=\sum_l w_l\eta_l^n$. Expanding the exponentials gives
$$\sum_l w_l e^{\eta_l x}=\sum_n \frac{m_n}{n!}x^n,\qquad e^{x^2}=\sum_k\frac{x^{2k}}{k!}.$$
The series agree at order $n$ if $m_n=0$ for odd $n$, and if $m_{2k}=(2k)!/k!$ for $n=2k$. The targets $1,2,12,120,1680$ are the moments of a centred Gaussian of variance 2, the field of the continuous transformation.

Write $s=\sqrt6$ and $y_\pm=6\pm2s$. Since $0\le s<3$, both $y_\pm$ and all weights are positive. Your field has $\eta_0=-\eta_1=\sqrt{y_-}\approx1.049$ with $w_0=w_1\approx0.454$, and $\eta_2=-\eta_3=\sqrt{y_+}\approx3.301$ with $w_2=w_3\approx0.046$. For odd $n$ the two members of each pair cancel, so $m_n=0$. For even order they add:
$$m_{2k}=\tfrac12\left(1+\tfrac s3\right)y_-^k+\tfrac12\left(1-\tfrac s3\right)y_+^k .$$
At $k=0$ this is $m_0=1$. At $k=1$ each product $(1\pm s/3)(6\mp2s)$ equals $6-\tfrac23s^2=2$, so $m_2=2$. Both squared values satisfy
$$y_\pm^2-12y_\pm+12=4(s^2-6)=0,$$
which plays the role of $\eta^2=2$ in your example. Multiplying by $y_\pm^k$ and by the weights gives $m_{2k+4}=12m_{2k+2}-12m_{2k}$. Hence $m_4=24-12=12$, $m_6=144-24=120$, $m_8=1440-144=1296$ and $m_{10}=15552-1440=14112$. The first mismatch is at eighth order, where $(1680-1296)/8!=384/40320=1/105$.

Only powers of one object occur, so the comparison holds for an operator $A$ in place of $x$:
$$\sum_l w_l\sum_{n=0}^{9}\frac{(\eta_lA)^n}{n!}=\sum_{k=0}^{4}\frac{(A^2)^k}{k!}-\frac{A^8}{105}.$$

For complex $x$ the tails can be bounded. If $|z|\le1$ and $N\ge1$, then $\left|e^z-\sum_{n<N}z^n/n!\right|\le|z|^N\frac{N+1}{N!\,N}$. Take $|x|\le1/4$. Since $\eta_l^2\le16$, both $|\eta_lx|$ and $|x^2|$ are at most 1. Subtracting the truncated identity leaves only tails. That of $e^{x^2}$, with $N=5$, is at most $|x|^{10}/100$. Those of the field average, with $N=10$ and positive weights, add up to at most $m_{10}\cdot\frac{11}{36288000}|x|^{10}\approx0.0043\,|x|^{10}$. The total is about $0.0143\,|x|^{10}$, so
$$\Big|e^{x^2}-\sum_l w_le^{\eta_lx}-\frac{x^8}{105}\Big|\le\frac{|x|^{10}}{60}.$$

Now let $w_l,\eta_l$ be arbitrary real numbers whose moments hit the targets through order seven. Expand $\prod_l(t-\eta_l)=t^4-at^3-bt^2-ct-d$ in the variable $t$, which defines real $a,b,c,d$. It vanishes at each $\eta_l$, so multiplying by $w_l\eta_l^j$ and summing gives, for every $j\ge0$,
$$m_{j+4}=a\,m_{j+3}+b\,m_{j+2}+c\,m_{j+1}+d\,m_j .$$
For even $j\le4$ the terms with $a$ and $c$ multiply vanishing odd moments. Then $j=0$ reads $12=2b+d$ and $j=2$ reads $120=12b+2d$, so $b=12$ and $d=-12$, and $j=4$ gives $m_8=120b+12d=1296$.

In auxiliary-field simulations of interacting fermions, a factor $e^{\Delta\tau\lambda O^2}$ with time step $\Delta\tau$, coupling $\lambda$ and one-body operator $O$ corresponds to $A=\sqrt{\Delta\tau\lambda}\,O$, so for a single interaction term and the truncated series the discrepancy is $(\Delta\tau\lambda)^4O^8/105$, of fourth order in the time step.

## Four weights, four values, and the range of each theorem

The functions `weight` and `fieldValue` on `Fin 4` are $w_l$ and $\eta_l$ in the order used above, the inner pair first and the positive value first in each pair. The factor $1/4$ is inside `weight`, so the weights sum to one. The variance 2 belongs to the convention $e^{x^2}$; a field for $e^{x^2/2}$ has these values divided by $\sqrt2$. The definition `moment w η n` is $m_n$ for any real weights and values.

The theorem `four_point_moments` has four parts: every odd moment vanishes, $m_{2k}=(2k)!/k!$ for $k\le3$, $m_8=1296$, and $8!/4!=1680$. The continuous Hubbard–Stratonovich transformation is an exact Gaussian integral. No integral appears in the code, where $(2k)!/k!$ enters as a number and its meaning is supplied by the series of $e^{x^2}$ in the next two theorems.

In `truncated_decoupling`, `R` is any ring that is an algebra over the reals, for instance complex matrices, and it need not be commutative or finite-dimensional. The sum over `range 10` runs over $n=0,\dots,9$ and the one over `range 5` over $k=0,\dots,4$. This is a polynomial identity in $A$, with no operator exponential and no norm.

The full exponentials appear in `decoupling_error`, for a complex number `x`. Real $x$ corresponds to $\lambda>0$ and imaginary $x$ to $\lambda<0$, with $x$ standing for $\sqrt{\Delta\tau\lambda}$ times an eigenvalue of a Hermitian $O$. The hypothesis `hx : ‖x‖ ≤ 1 / 4` is thus a small-time-step condition; the value $1/4$ is what makes $|\eta_lx|\le1$ under the estimate $|\eta_l|\le4$. The operator-norm version, products over sites and time slices, the splitting error of the propagator and the phases of Monte Carlo weights are not treated.

In `eighth_moment_forced`, the hypotheses `hodd` and `heven` are the moment conditions through order seven, which `four_point_moments` supplies for your field. Symmetry, positive weights and distinct values are not assumed. The conclusion concerns $m_8$ only and does not identify the weights and values.

In Lean 4 with Mathlib:

```lean
import Mathlib

open Finset

namespace FourPointHubbardStratonovich

noncomputable section

/-- Weights of the four-point discrete auxiliary field. -/
def weight : Fin 4 → ℝ :=
  ![(1 + Real.sqrt 6 / 3) / 4, (1 + Real.sqrt 6 / 3) / 4,
    (1 - Real.sqrt 6 / 3) / 4, (1 - Real.sqrt 6 / 3) / 4]

/-- Values of the four-point discrete auxiliary field, `±√(6 - 2√6)` and `±√(6 + 2√6)`. -/
def fieldValue : Fin 4 → ℝ :=
  ![Real.sqrt (6 - 2 * Real.sqrt 6), -Real.sqrt (6 - 2 * Real.sqrt 6),
    Real.sqrt (6 + 2 * Real.sqrt 6), -Real.sqrt (6 + 2 * Real.sqrt 6)]

/-- The `n`-th moment `∑ w_l η_l^n` of a four-point field with weights `w` and values `η`. -/
def moment (w η : Fin 4 → ℝ) (n : ℕ) : ℝ := ∑ l, w l * η l ^ n

/-- All four weights are positive. -/
theorem weight_pos (l : Fin 4) : 0 < weight l := by
  have h6 : Real.sqrt 6 < 3 := by
    rw [Real.sqrt_lt' (by norm_num)]; norm_num
  have h0 := Real.sqrt_nonneg 6
  have hp : 0 < (1 + Real.sqrt 6 / 3) / 4 := by linarith
  have hm : 0 < (1 - Real.sqrt 6 / 3) / 4 := by linarith
  match l with
  | 0 => exact hp
  | 1 => exact hp
  | 2 => exact hm
  | 3 => exact hm

/-- The squared field values are `6 - 2√6` for the inner pair and `6 + 2√6` for the outer pair. -/
theorem fieldValue_sq :
    fieldValue 0 ^ 2 = 6 - 2 * Real.sqrt 6 ∧ fieldValue 1 ^ 2 = 6 - 2 * Real.sqrt 6 ∧
    fieldValue 2 ^ 2 = 6 + 2 * Real.sqrt 6 ∧ fieldValue 3 ^ 2 = 6 + 2 * Real.sqrt 6 := by
  have h6 : Real.sqrt 6 < 3 := by
    rw [Real.sqrt_lt' (by norm_num)]; norm_num
  have h0 := Real.sqrt_nonneg 6
  have e1 := Real.sq_sqrt (show 0 ≤ 6 - 2 * Real.sqrt 6 by linarith)
  have e2 := Real.sq_sqrt (show 0 ≤ 6 + 2 * Real.sqrt 6 by linarith)
  have f1 : fieldValue 1 = -fieldValue 0 := rfl
  have f3 : fieldValue 3 = -fieldValue 2 := rfl
  rw [f1, f3, neg_sq, neg_sq]
  exact ⟨e1, e1, e2, e2⟩

/-- Every odd moment of the four-point field vanishes. -/
theorem moment_odd {n : ℕ} (hn : Odd n) : moment weight fieldValue n = 0 := by
  have f1 : fieldValue 1 = -fieldValue 0 := rfl
  have f3 : fieldValue 3 = -fieldValue 2 := rfl
  have w1 : weight 1 = weight 0 := rfl
  have w3 : weight 3 = weight 2 := rfl
  simp only [moment, Fin.sum_univ_four]
  rw [f1, f3, w1, w3, hn.neg_pow, hn.neg_pow]
  ring

/-- Closed form of the even moments of the four-point field. -/
theorem moment_even (k : ℕ) : moment weight fieldValue (2 * k) =
    (1 + Real.sqrt 6 / 3) / 2 * (6 - 2 * Real.sqrt 6) ^ k +
      (1 - Real.sqrt 6 / 3) / 2 * (6 + 2 * Real.sqrt 6) ^ k := by
  obtain ⟨a, b, c, d⟩ := fieldValue_sq
  have w0 : weight 0 = (1 + Real.sqrt 6 / 3) / 4 := rfl
  have w1 : weight 1 = (1 + Real.sqrt 6 / 3) / 4 := rfl
  have w2 : weight 2 = (1 - Real.sqrt 6 / 3) / 4 := rfl
  have w3 : weight 3 = (1 - Real.sqrt 6 / 3) / 4 := rfl
  simp only [moment, Fin.sum_univ_four, pow_mul, a, b, c, d, w0, w1, w2, w3]
  ring

/-- The even moments obey `m_{2k+4} = 12 m_{2k+2} - 12 m_{2k}`. -/
theorem moment_recurrence (k : ℕ) : moment weight fieldValue (2 * (k + 2)) =
    12 * moment weight fieldValue (2 * (k + 1)) - 12 * moment weight fieldValue (2 * k) := by
  have hs : Real.sqrt 6 * Real.sqrt 6 = 6 := Real.mul_self_sqrt (by norm_num)
  rw [moment_even, moment_even, moment_even]
  simp only [pow_succ]
  -- both squared field values solve y² - 12 y + 12 = 0
  linear_combination (4 * ((1 + Real.sqrt 6 / 3) / 2 * (6 - 2 * Real.sqrt 6) ^ k +
    (1 - Real.sqrt 6 / 3) / 2 * (6 + 2 * Real.sqrt 6) ^ k)) * hs

/-- The even moments of order 0 to 10 are 1, 2, 12, 120, 1296 and 14112. -/
theorem moment_values :
    moment weight fieldValue 0 = 1 ∧ moment weight fieldValue 2 = 2 ∧
    moment weight fieldValue 4 = 12 ∧ moment weight fieldValue 6 = 120 ∧
    moment weight fieldValue 8 = 1296 ∧ moment weight fieldValue 10 = 14112 := by
  have hs : Real.sqrt 6 * Real.sqrt 6 = 6 := Real.mul_self_sqrt (by norm_num)
  have h0 : moment weight fieldValue 0 = 1 := (moment_even 0).trans (by ring)
  have h2 : moment weight fieldValue 2 = 2 :=
    (moment_even 1).trans (by linear_combination (-2 / 3 : ℝ) * hs)
  have r4 : moment weight fieldValue 4 = 12 * moment weight fieldValue 2 -
    12 * moment weight fieldValue 0 := moment_recurrence 0
  have r6 : moment weight fieldValue 6 = 12 * moment weight fieldValue 4 -
    12 * moment weight fieldValue 2 := moment_recurrence 1
  have r8 : moment weight fieldValue 8 = 12 * moment weight fieldValue 6 -
    12 * moment weight fieldValue 4 := moment_recurrence 2
  have r10 : moment weight fieldValue 10 = 12 * moment weight fieldValue 8 -
    12 * moment weight fieldValue 6 := moment_recurrence 3
  refine ⟨h0, h2, ?_, ?_, ?_, ?_⟩ <;> linarith

/-- The four-point field has vanishing odd moments and even moments `(2k)!/k!` for `k ≤ 3`,
while its eighth moment is 1296 and `8!/4!` is 1680. -/
theorem four_point_moments :
    (∀ n, Odd n → moment weight fieldValue n = 0) ∧
    (∀ k ≤ 3, moment weight fieldValue (2 * k) = ((2 * k).factorial : ℝ) / k.factorial) ∧
    moment weight fieldValue 8 = 1296 ∧ ((Nat.factorial 8 : ℝ) / Nat.factorial 4 = 1680) := by
  obtain ⟨h0, h2, h4, h6, h8, -⟩ := moment_values
  refine ⟨fun n hn => moment_odd hn, fun k hk => ?_, h8, by norm_num [Nat.factorial]⟩
  interval_cases k
  · exact h0.trans (by norm_num [Nat.factorial])
  · exact h2.trans (by norm_num [Nat.factorial])
  · exact h4.trans (by norm_num [Nat.factorial])
  · exact h6.trans (by norm_num [Nat.factorial])

/-- For an operator `A` in a real algebra, the field average of the series of `exp(η A)` up to
order 9 equals the series of `exp(A²)` up to `A⁸`, minus `A⁸/105`. -/
theorem truncated_decoupling {R : Type*} [Ring R] [Algebra ℝ R] (A : R) :
    ∑ l, weight l • ∑ n ∈ range 10, (n.factorial : ℝ)⁻¹ • (fieldValue l • A) ^ n =
      ∑ k ∈ range 5, (k.factorial : ℝ)⁻¹ • (A ^ 2) ^ k - (1 / 105 : ℝ) • A ^ 8 := by
  obtain ⟨h0, h2, h4, h6, h8, -⟩ := moment_values
  -- the coefficient of Aⁿ is the n-th moment over n!
  have h : ∑ l, weight l • ∑ n ∈ range 10, (n.factorial : ℝ)⁻¹ • (fieldValue l • A) ^ n =
      ∑ n ∈ range 10, ((n.factorial : ℝ)⁻¹ * moment weight fieldValue n) • A ^ n := by
    simp only [Finset.smul_sum, _root_.smul_pow, smul_smul]
    rw [Finset.sum_comm]
    refine Finset.sum_congr rfl fun n _ => ?_
    rw [moment, Finset.mul_sum, Finset.sum_smul]
    refine Finset.sum_congr rfl fun l _ => ?_
    congr 1
    ring
  have h1 := moment_odd (n := 1) ⟨0, rfl⟩
  have h3 := moment_odd (n := 3) ⟨1, rfl⟩
  have h5 := moment_odd (n := 5) ⟨2, rfl⟩
  have h7 := moment_odd (n := 7) ⟨3, rfl⟩
  have h9 := moment_odd (n := 9) ⟨4, rfl⟩
  rw [h]
  simp only [Finset.sum_range_succ, Finset.sum_range_zero, h0, h1, h2, h3, h4, h5, h6, h7, h8,
    h9, ← pow_mul]
  norm_num [Nat.factorial]
  module

/-- For complex `x` with `|x| ≤ 1/4`, the difference between `exp(x²)` and the field average of
`exp(η x)` equals `x⁸/105` up to at most `|x|¹⁰/60`. -/
theorem decoupling_error (x : ℂ) (hx : ‖x‖ ≤ 1 / 4) :
    ‖Complex.exp (x ^ 2) - ∑ l, (weight l : ℂ) * Complex.exp (fieldValue l * x) - x ^ 8 / 105‖ ≤
      ‖x‖ ^ 10 / 60 := by
  have hx0 := norm_nonneg x
  have conv : ∀ (y : ℂ) (N : ℕ), ∑ n ∈ range N, (n.factorial : ℝ)⁻¹ • y ^ n =
      ∑ n ∈ range N, y ^ n / n.factorial := by
    intro y N
    refine Finset.sum_congr rfl fun n _ => ?_
    rw [Complex.real_smul]
    push_cast
    ring
  have key : ∑ l, (weight l : ℂ) * ∑ n ∈ range 10, ((fieldValue l : ℂ) * x) ^ n / n.factorial =
      ∑ k ∈ range 5, (x ^ 2) ^ k / k.factorial - x ^ 8 / 105 := by
    have h := truncated_decoupling x
    simp only [conv] at h
    simp only [Complex.real_smul] at h
    rw [h]
    push_cast
    ring
  -- only the Taylor remainders are left
  have split : Complex.exp (x ^ 2) - ∑ l, (weight l : ℂ) * Complex.exp (fieldValue l * x) -
      x ^ 8 / 105 = (Complex.exp (x ^ 2) - ∑ k ∈ range 5, (x ^ 2) ^ k / k.factorial) -
      ∑ l, (weight l : ℂ) * (Complex.exp (fieldValue l * x) -
        ∑ n ∈ range 10, ((fieldValue l : ℂ) * x) ^ n / n.factorial) := by
    simp only [mul_sub, Finset.sum_sub_distrib]
    rw [key]
    ring
  have hsq : ∀ l, fieldValue l ^ 2 ≤ 16 := by
    obtain ⟨a, b, c, d⟩ := fieldValue_sq
    have h6 : Real.sqrt 6 < 3 := by
      rw [Real.sqrt_lt' (by norm_num)]; norm_num
    have h0 := Real.sqrt_nonneg 6
    intro l
    match l with
    | 0 => linarith
    | 1 => linarith
    | 2 => linarith
    | 3 => linarith
  have hl : ∀ l, ‖(weight l : ℂ) * (Complex.exp (fieldValue l * x) -
      ∑ n ∈ range 10, ((fieldValue l : ℂ) * x) ^ n / n.factorial)‖ ≤
      weight l * fieldValue l ^ 10 * (‖x‖ ^ 10 * (11 / 36288000)) := by
    intro l
    have habs : |fieldValue l| ≤ 4 := abs_le.2 ⟨by nlinarith [hsq l], by nlinarith [hsq l]⟩
    have hn : ‖(fieldValue l : ℂ) * x‖ = |fieldValue l| * ‖x‖ := by
      rw [norm_mul, Complex.norm_real, Real.norm_eq_abs]
    have h1 : ‖(fieldValue l : ℂ) * x‖ ≤ 1 := by
      rw [hn]; nlinarith [abs_nonneg (fieldValue l)]
    have b := (Complex.exp_bound h1 (n := 10) (by norm_num)).trans (le_of_eq
      (b := ‖(fieldValue l : ℂ) * x‖ ^ 10 * (11 / 36288000))
      (by congr 1; norm_num [Nat.factorial]))
    rw [hn, mul_pow, (show Even 10 from ⟨5, rfl⟩).pow_abs] at b
    rw [norm_mul, Complex.norm_real, Real.norm_eq_abs, abs_of_pos (weight_pos l)]
    exact (mul_le_mul_of_nonneg_left b (weight_pos l).le).trans (le_of_eq (by ring))
  have hsum := (norm_sum_le _ _).trans (Finset.sum_le_sum fun l (_ : l ∈ univ) => hl l)
  have m10 : ∑ l, weight l * fieldValue l ^ 10 = 14112 := moment_values.2.2.2.2.2
  rw [← Finset.sum_mul, m10] at hsum
  have h2 : ‖x ^ 2‖ ≤ 1 := by
    rw [norm_pow]; nlinarith
  have b := (Complex.exp_bound h2 (n := 5) (by norm_num)).trans (le_of_eq
    (b := ‖x ^ 2‖ ^ 5 * (1 / 100)) (by congr 1; norm_num [Nat.factorial]))
  have e : ‖x ^ 2‖ ^ 5 = ‖x‖ ^ 10 := by rw [norm_pow, ← pow_mul]
  rw [e] at b
  rw [split]
  have hp : 0 ≤ ‖x‖ ^ 10 := by positivity
  exact (norm_sub_le _ _).trans (by linarith)

/-- Any four-point field whose odd moments vanish up to order 7 and whose even moments are
`(2k)!/k!` for `k ≤ 3` has eighth moment 1296. -/
theorem eighth_moment_forced (w η : Fin 4 → ℝ)
    (hodd : ∀ n ≤ 7, Odd n → moment w η n = 0)
    (heven : ∀ k ≤ 3, moment w η (2 * k) = ((2 * k).factorial : ℝ) / k.factorial) :
    moment w η 8 = 1296 := by
  -- the quartic with the field values as roots gives a recurrence for the moments
  obtain ⟨a, b, c, d, hr⟩ : ∃ a b c d : ℝ, ∀ j, moment w η (j + 4) = a * moment w η (j + 3) +
      b * moment w η (j + 2) + c * moment w η (j + 1) + d * moment w η j :=
    ⟨η 0 + η 1 + η 2 + η 3,
      -(η 0 * η 1 + η 0 * η 2 + η 0 * η 3 + η 1 * η 2 + η 1 * η 3 + η 2 * η 3),
      η 0 * η 1 * η 2 + η 0 * η 1 * η 3 + η 0 * η 2 * η 3 + η 1 * η 2 * η 3,
      -(η 0 * η 1 * η 2 * η 3), fun j => by simp only [moment, Fin.sum_univ_four]; ring⟩
  have h0 : moment w η 0 = 1 := (heven 0 (by norm_num)).trans (by norm_num [Nat.factorial])
  have h2 : moment w η 2 = 2 := (heven 1 (by norm_num)).trans (by norm_num [Nat.factorial])
  have h4 : moment w η 4 = 12 := (heven 2 (by norm_num)).trans (by norm_num [Nat.factorial])
  have h6 : moment w η 6 = 120 := (heven 3 (by norm_num)).trans (by norm_num [Nat.factorial])
  have h1 := hodd 1 (by norm_num) ⟨0, rfl⟩
  have h3 := hodd 3 (by norm_num) ⟨1, rfl⟩
  have h5 := hodd 5 (by norm_num) ⟨2, rfl⟩
  have h7 := hodd 7 (by norm_num) ⟨3, rfl⟩
  have r0 := hr 0
  have r2 := hr 2
  have r1 := hr 1
  have r3 := hr 3
  have r4 := hr 4
  norm_num only [h0, h1, h2, h3, h4, h5, h6, h7] at r0 r1 r2 r3 r4
  linarith

end

end FourPointHubbardStratonovich
```

```lean
#print axioms FourPointHubbardStratonovich.four_point_moments
-- 'FourPointHubbardStratonovich.four_point_moments' depends on axioms: [propext, Classical.choice, Quot.sound]
#print axioms FourPointHubbardStratonovich.decoupling_error
-- 'FourPointHubbardStratonovich.decoupling_error' depends on axioms: [propext, Classical.choice, Quot.sound]
#print axioms FourPointHubbardStratonovich.eighth_moment_forced
-- 'FourPointHubbardStratonovich.eighth_moment_forced' depends on axioms: [propext, Classical.choice, Quot.sound]
```

## From $\sqrt6\cdot\sqrt6=6$ to the error bound

Both `weight_pos` and `fieldValue_sq` start from $0\le\sqrt6<3$. In the second this is needed because `Real.sqrt` returns zero on negative numbers, so `Real.sq_sqrt` recovers $y_-$ only once $y_-\ge0$ is known. The lemma `moment_odd` writes out the four terms, uses `hn.neg_pow` for $(-\eta)^n=-\eta^n$, and cancels the pairs. The lemma `moment_even` rewrites $\eta^{2k}$ as $(\eta^2)^k$ and inserts the squares.

In `moment_recurrence` the difference of the two sides is $\sum_\pm$ of weight times $y_\pm^k\,(y_\pm^2-12y_\pm+12)$, which is $4(s^2-6)\,m_{2k}$. The `linear_combination` step therefore multiplies `hs` by four times the closed form of $m_{2k}$. In `moment_values` the factor `-2 / 3` comes from $m_2-2=-\tfrac23(s^2-6)$, and `linarith` chains the four recurrence steps `r4` to `r10`. The main theorem then checks $k=0,1,2,3$ by `interval_cases`.

The proof of `truncated_decoupling` first exchanges the sums over $l$ and $n$, so that the coefficient of $A^n$ becomes $m_n/n!$. After the ten moments are inserted, `module` compares coefficients of the powers of $A$; at eighth order this is $1296/8!=1/24-1/105$.

In `decoupling_error`, `key` is that identity for `R` equal to the complex numbers, and `split` rewrites the quantity to be bounded as the tail of $e^{x^2}$ minus the weighted tails of $e^{\eta_lx}$. The tail estimate is `Complex.exp_bound`. Within `hl` it is used at order 10 and gives the constant `11 / 36288000`, with `weight_pos` removing the modulus of the weight and the even power removing that of $\eta_l$. Summing over $l$ produces $m_{10}=14112$ through `m10`. A second use at order 5 gives `1 / 100`, and the triangle inequality with `linarith` finishes the bound.

In `eighth_moment_forced` the coefficients $a,b,c,d$ are given as the elementary symmetric polynomials of the $\eta_l$ with alternating signs, and `ring` verifies the recurrence `hr` for all $j$. With the known moments inserted, `r0`, `r2` and `r4` are the three equations above, linear in $b$, $d$ and $m_8$. The equations `r1` and `r3` read $0=12a+2c$ and $0=120a+12c$; they would fix $a=c=0$, which the value of $m_8$ does not require.

## Three points: 72 instead of 120

The argument with the polynomial $\prod_l(t-\eta_l)$ applies one size down, though what follows has no theorem in the code above. For three points the recurrence is $m_{j+3}=a\,m_{j+2}+b\,m_{j+1}+c\,m_j$ with new coefficients $a,b,c$. If the moments match through order five, $j=1$ gives $12=2b$ and $j=3$ gives $m_6=12b=72$ against $6!/3!=120$. The field with values $0,\pm\sqrt6$ and weights $2/3,1/6,1/6$ has these moments, and its leading discrepancy is $(120-72)\,x^6/6!=x^6/15$.
